# A uniform bound on the accumulated Fock error for relative screening errors and geometrically decaying density increments

An incremental SCF calculation updates its Fock matrix by a screened build from the latest change of the density, and to bound the error that piles up we describe each screened build only by its result and by how far that result may lie from the exact one. No integrals or basis functions appear. The exact build is a linear map $G$ from a real normed space of density matrices to a real normed space of Fock matrices, and the density increments are a given sequence.

In Hartree–Fock theory $G$ maps the density matrix to the two-electron part of the Fock matrix, and the sums of builds below, also where they are called the Fock matrix, stand for this part alone. The core Hamiltonian is the same in the exact and the incremental matrix and cancels from the error. The letter $h$, often used for that Hamiltonian, is here a number: the relative error of a screened build. The result applies to direct SCF as far as the build is linear in the density, which excludes the exchange–correlation matrix of Kohn–Sham theory.

## From single builds to the accumulated error

Let $d_0, d_1, \dots$ be the density increments, with the initial density as $d_0$, and let $g_k$ be the screened build made from $d_k$. After $n$ builds the density and the error of the incremental Fock matrix are

$$D_n=\sum_{k<n} d_k,\qquad E_n=\sum_{k<n} g_k-G D_n .$$

Assume that, for all $k$,

$$\|g_k-Gd_k\|\le h\|d_k\|,\qquad \|d_k\|\le a r^k,\qquad h\ge 0,\quad 0\le r<1 .$$

The claim is that $\|E_n\|\le ha/(1-r)$ for every $n$.

The constant $h$ stands for the quality of the screening. If integrals are discarded by a criterion that ignores the density, the screened build is itself a linear map, and $h$ can be any bound on the operator norm of its difference from $G$. If the threshold acts on products of integrals and density elements, a small $h$ is a real demand: the threshold may have to shrink along with the increments. The ratio $r$ describes how fast the increments decay, and $a$ sets their scale. Since $d_0$ is the whole initial density, $a$ is at least the norm of that density, even if all later increments are small.

Since $G$ is linear, $GD_n=\sum_{k<n}Gd_k$, and so

$$E_n=\sum_{k<n}(g_k-Gd_k).$$

The triangle inequality and the screening bound give

$$\|E_n\|\le\sum_{k<n}\|g_k-Gd_k\|\le h\sum_{k<n}\|d_k\| .$$

The last sum is the length of the path that the density has travelled, which can be much larger than $\|D_n\|$. Because $h\ge0$, the decay of the increments can be inserted:

$$\|E_n\|\le ha\,S_n,\qquad S_n=\sum_{k<n}r^k .$$

Subtracting $rS_n$ from $S_n$ leaves $(1-r)S_n=1-r^n$, hence

$$\|E_n\|\le \frac{ha(1-r^n)}{1-r}.$$

Finally, $0\le\|d_0\|\le a$ shows that $a\ge0$, and $r^n\ge0$ gives $1-r^n\le1$. The numerator is therefore at most $ha$, which proves the claim.

## Rebuilds, limits and two scalar examples

Suppose the Fock matrix is rebuilt exactly from $D_m$ and then updated by $n$ screened builds. Since $D_{m+n}=D_m+\sum_{k<n}d_{m+k}$, its error is

$$GD_m+\sum_{k<n}g_{m+k}-GD_{m+n}=\sum_{k<n}(g_{m+k}-Gd_{m+k}).$$

The later increments satisfy $\|d_{m+k}\|\le (ar^m)r^k$. The claim with $ar^m$ in place of $a$ bounds this error by $har^m/(1-r)$: after a late exact rebuild only a small error can still build up. If the rebuild is itself screened with relative error $h$, it can add up to $h\|D_m\|$, which need not become small as $m$ grows.

Now let both spaces be complete and $G$ continuous, as is automatic for finite matrices. The norms $\|d_k\|$ are dominated by a convergent geometric series, so $\sum_k d_k$ converges. The errors $g_k-Gd_k$ are dominated by $h\|d_k\|$, so their series converges too. Adding the convergent series $\sum_k Gd_k$ shows that $\sum_k g_k$ converges. The error $E_n$ then tends to $\sum_k g_k-G\sum_k d_k$, and a bound that holds for every $n$ holds for the limit.

The two examples that follow test the inequalities and do not model an SCF run: a scalar density that changes from step to step does not conserve the number of electrons. On the real line, take $d_k=ar^k$ with $a\ge0$ and $g_k=Gd_k+har^k$. Both assumptions hold with equality, and

$$E_n=\frac{ha(1-r^n)}{1-r}\longrightarrow\frac{ha}{1-r},$$

so no smaller bound in terms of $h$, $a$ and $r$ alone is valid for all $n$.

For increments that do not decay, take $d_k=(-1)^ka$ and $g_k=Gd_k+ha$. The density is $D_n=a(1-(-1)^n)/2$: this is $0$ at $n=0$, and adding $(-1)^na$ gives $a(1+(-1)^n)/2=D_{n+1}$. It alternates between $0$ and $a$, yet every build contributes the same error $ha$, so $E_n=nha$. For $h,a>0$ this grows without limit. Under the relative screening bound alone, a bounded density with bounded increments is thus not enough for a bounded error, whereas a finite path length is. The growth relies on an error that keeps its sign when the increment changes sign, which the assumptions allow. If all builds use one and the same linear screened map $\tilde G$, the error is $(\tilde G-G)D_n$. With $h$ a bound on the operator norm of $\tilde G-G$, it is at most $h\|D_n\|$ and stays bounded with the density.

## Running sums and the Fock error in Lean

```lean
import Mathlib

open Filter Topology

namespace IncrementalFockBuild

noncomputable section
```

The definition `accumulated` serves for both sums. Its range is $k=0,\dots,n-1$, so the argument `n` counts contributions, and zero contributions give zero.

```lean
/-- The running sum of the first `n` contributions: the density matrix when `x` lists density
increments, the incremental Fock matrix when `x` lists screened builds. -/
def accumulated {E : Type*} [AddCommMonoid E] (x : ℕ → E) (n : ℕ) : E :=
  ∑ k ∈ Finset.range n, x k
```

The spaces `V` and `W` hold the density and Fock matrices. Each carries its own norm, and neither has to be finite-dimensional. Complex Hermitian matrices fit as well, regarded as a real vector space. The type `V →ₗ[ℝ] W` makes `G` linear over the reals, and `fockError G d g n` is $E_n$.

```lean
variable {V W : Type*} [NormedAddCommGroup V] [NormedSpace ℝ V]
  [NormedAddCommGroup W] [NormedSpace ℝ W]

/-- The accumulated Fock error after `n` builds: the sum of the screened builds `g` minus the
exact linear map `G` applied to the accumulated density. -/
def fockError (G : V →ₗ[ℝ] W) (d : ℕ → V) (g : ℕ → W) (n : ℕ) : W :=
  accumulated g n - G (accumulated d n)
```

## Linearity and the path length

The first theorem is the rewriting of $E_n$ as a sum of single-build errors. `map_sum` moves `G` inside the sum, and `Finset.sum_sub_distrib` relates the difference of two sums to the sum of differences.

```lean
/-- Since the Fock build is linear in the density, the accumulated error is the sum of the
errors of the single builds. -/
theorem fockError_eq_sum (G : V →ₗ[ℝ] W) (d : ℕ → V) (g : ℕ → W) (n : ℕ) :
    fockError G d g n = ∑ k ∈ Finset.range n, (g k - G (d k)) := by
  simp only [fockError, accumulated, map_sum, Finset.sum_sub_distrib]
```

The hypothesis `hg` is the relative screening bound. After the rewriting, `norm_sum_le` is the triangle inequality, and `Finset.sum_le_sum` applies `hg` term by term. No decay is assumed at this stage.

```lean
/-- If each screened build has an error of at most `h` times the size of its density increment,
the accumulated error is at most `h` times the length of the path travelled by the density. -/
theorem fockError_le_path_length {G : V →ₗ[ℝ] W} {d : ℕ → V} {g : ℕ → W} {h : ℝ}
    (hg : ∀ k, ‖g k - G (d k)‖ ≤ h * ‖d k‖) (n : ℕ) :
    ‖fockError G d g n‖ ≤ h * ∑ k ∈ Finset.range n, ‖d k‖ := by
  rw [fockError_eq_sum, Finset.mul_sum]
  exact (norm_sum_le _ _).trans (Finset.sum_le_sum fun k _ => hg k)
```

## The geometric bound at every iteration

The hypothesis `hd` adds the decay of the increments. The `calc` block follows the derivation: path length, then the bound $ar^k$ on each increment, then the closed form of the sum. The identity $(1-r)S_n=1-r^n$ enters as `key`, and `linear_combination` multiplies it by $ha$.

```lean
/-- For screening errors of relative size `h ≥ 0` and density increments bounded by `a r^k` with
`r < 1`, the error after `n` builds is at most `h a (1 - r^n) / (1 - r)`. -/
theorem fockError_le_finite {G : V →ₗ[ℝ] W} {d : ℕ → V} {g : ℕ → W} {h a r : ℝ}
    (hh : 0 ≤ h) (hr1 : r < 1)
    (hg : ∀ k, ‖g k - G (d k)‖ ≤ h * ‖d k‖) (hd : ∀ k, ‖d k‖ ≤ a * r ^ k) (n : ℕ) :
    ‖fockError G d g n‖ ≤ h * a * (1 - r ^ n) / (1 - r) := by
  have hne : 1 - r ≠ 0 := (sub_pos.2 hr1).ne'
  have key := mul_neg_geom_sum r n
  calc ‖fockError G d g n‖ ≤ h * ∑ k ∈ Finset.range n, ‖d k‖ := fockError_le_path_length hg n
    _ ≤ h * ∑ k ∈ Finset.range n, a * r ^ k :=
        mul_le_mul_of_nonneg_left (Finset.sum_le_sum fun k _ => hd k) hh
    _ = h * a * (1 - r ^ n) / (1 - r) := by
        rw [← Finset.mul_sum, eq_div_iff hne]
        linear_combination h * a * key
```

The main theorem holds for every `n`, including $n=0$. The line for `ha` derives $a\ge0$ from the first increment, `hnum` bounds the numerator by $ha$, and the remaining lines divide by the positive number $1-r$.

In this theorem the sequence `d` is arbitrary apart from `hd`. In a real calculation each new density is computed from the inexact Fock matrix, and that the increments still decay geometrically is an assumption for the user to justify, as is the screening bound `hg`. The decay needs a convergence argument for the perturbed iteration or, for the builds already made, observation of the run.

```lean
/-- For screening errors of relative size `h ≥ 0` and density increments bounded by `a r^k` with
`0 ≤ r < 1`, the accumulated Fock error is at most `h a / (1 - r)` at every iteration. -/
theorem fockError_le {G : V →ₗ[ℝ] W} {d : ℕ → V} {g : ℕ → W} {h a r : ℝ}
    (hh : 0 ≤ h) (hr : 0 ≤ r) (hr1 : r < 1)
    (hg : ∀ k, ‖g k - G (d k)‖ ≤ h * ‖d k‖) (hd : ∀ k, ‖d k‖ ≤ a * r ^ k) (n : ℕ) :
    ‖fockError G d g n‖ ≤ h * a / (1 - r) := by
  have hpos : 0 < 1 - r := sub_pos.2 hr1
  -- the bound on the first increment already forces `a ≥ 0`
  have ha : 0 ≤ a := by simpa using (norm_nonneg (d 0)).trans (hd 0)
  have hnum : h * a * (1 - r ^ n) ≤ h * a :=
    mul_le_of_le_one_right (mul_nonneg hh ha) (by linarith [pow_nonneg hr n])
  refine (fockError_le_finite hh hr1 hg hd n).trans ?_
  rw [div_le_div_iff₀ hpos hpos]
  exact mul_le_mul_of_nonneg_right hnum hpos.le
```

## Error after an exact rebuild

The three terms inside the norm are the exact matrix at $D_m$, the later screened builds, and the exact matrix at $D_{m+n}$. The auxiliary statement `split` separates the density at the rebuild, by induction on `n`. Then `tail` applies the main theorem to the shifted sequences with `a * r ^ m` as the new constant, and `add_sub_add_left_eq_sub` cancels the common term $GD_m$.

The increments and builds before iteration `m` obey the same hypotheses, but only the later builds enter the error.

```lean
/-- For screening errors of relative size at most `h`, with `h ≥ 0`, and density increments bounded
by `a r^k` with `0 ≤ r < 1`: if the Fock matrix is rebuilt exactly at iteration `m` and then updated
by `n` screened builds, its error is at most `h a r^m / (1 - r)`. -/
theorem error_after_rebuild_le {G : V →ₗ[ℝ] W} {d : ℕ → V} {g : ℕ → W} {h a r : ℝ}
    (hh : 0 ≤ h) (hr : 0 ≤ r) (hr1 : r < 1)
    (hg : ∀ k, ‖g k - G (d k)‖ ≤ h * ‖d k‖) (hd : ∀ k, ‖d k‖ ≤ a * r ^ k) (m n : ℕ) :
    ‖G (accumulated d m) + accumulated (fun k => g (m + k)) n - G (accumulated d (m + n))‖
      ≤ h * (a * r ^ m) / (1 - r) := by
  -- the density splits into the part before and the part after the rebuild
  have split : accumulated d (m + n)
      = accumulated d m + accumulated (fun k => d (m + k)) n := by
    unfold accumulated
    induction n with
    | zero => simp
    | succ n ih => rw [← add_assoc, Finset.sum_range_succ, ih, Finset.sum_range_succ, add_assoc]
  have tail := fockError_le (G := G) (d := fun k => d (m + k)) (g := fun k => g (m + k))
    (a := a * r ^ m) hh hr hr1 (fun k => hg (m + k))
    (fun k => by simpa only [pow_add, mul_assoc] using hd (m + k)) n
  rw [split, map_add, add_sub_add_left_eq_sub]
  exact tail
```

## The converged density and its Fock matrix

Here `G` has the type `V →L[ℝ] W` of continuous linear maps. `Summable d` and `Summable g` say that the two series converge, and `∑'` denotes their sums, so the third part compares the limiting incremental matrix with the exact one for the limiting density. That density need not be a solution of the SCF equations, since no equation linking density and Fock matrix is assumed.

The proof takes the steps of the derivation in order. `hn` is the comparison with the geometric series, `hsd` gives convergence of the density, `hse` that of the errors, and `hsg` adds back the exact builds. `ht` states that $\|E_n\|$ tends to the norm of the limiting error, and `le_of_tendsto'` carries the uniform bound over.

```lean
/-- For a continuous linear Fock map between complete spaces, screening errors of relative size at
most `h`, with `h ≥ 0`, and density increments bounded by `a r^k` with `0 ≤ r < 1`, the density and
the incremental Fock matrix both converge, and the limiting Fock matrix differs from the exact one
of the limiting density by at most `h a / (1 - r)`. -/
theorem converged_error_le [CompleteSpace V] [CompleteSpace W] {G : V →L[ℝ] W}
    {d : ℕ → V} {g : ℕ → W} {h a r : ℝ} (hh : 0 ≤ h) (hr : 0 ≤ r) (hr1 : r < 1)
    (hg : ∀ k, ‖g k - G (d k)‖ ≤ h * ‖d k‖) (hd : ∀ k, ‖d k‖ ≤ a * r ^ k) :
    Summable d ∧ Summable g ∧ ‖∑' k, g k - G (∑' k, d k)‖ ≤ h * a / (1 - r) := by
  have hn : Summable fun k => ‖d k‖ :=
    Summable.of_nonneg_of_le (fun _ => norm_nonneg _) hd
      ((summable_geometric_of_lt_one hr hr1).mul_left a)
  have hsd : Summable d := Summable.of_norm hn
  have hse : Summable fun k => g k - G (d k) :=
    Summable.of_norm (Summable.of_nonneg_of_le (fun _ => norm_nonneg _) hg (hn.mul_left h))
  have hsg : Summable g := by simpa using hse.add (G.summable hsd)
  refine ⟨hsd, hsg, ?_⟩
  -- the uniform bound passes to the limit
  have ht := (hsg.hasSum.tendsto_sum_nat.sub
    ((G.continuous.tendsto _).comp hsd.hasSum.tendsto_sum_nat)).norm
  exact le_of_tendsto' ht
    (fun n => fockError_le (G := (G : V →ₗ[ℝ] W)) hh hr hr1 hg hd n)
```

## A scalar sequence that approaches the bound

The first two parts of the statement check `hg` and `hd` for the explicit sequence, and the third gives the limit of the error norm. The map `G` may be any linear map on the real line, because it cancels from every single-build error.

In the proof, `hs` is the limit of the geometric series multiplied by $ha$. The last lines show that its partial sums are those of the error, again through `fockError_eq_sum`.

```lean
/-- The bound `h a / (1 - r)` is sharp: for `h, a ≥ 0`, `0 ≤ r < 1` and any linear `G` on the real
line, the increments `a r^k` with screening errors `h a r^k` meet the relative screening bound and
the decay bound, and the norm of their accumulated error tends to `h a / (1 - r)`. -/
theorem fockError_sharp (G : ℝ →ₗ[ℝ] ℝ) {h a r : ℝ}
    (hh : 0 ≤ h) (ha : 0 ≤ a) (hr : 0 ≤ r) (hr1 : r < 1) :
    (∀ k : ℕ, ‖G (a * r ^ k) + h * (a * r ^ k) - G (a * r ^ k)‖ ≤ h * ‖a * r ^ k‖) ∧
    (∀ k : ℕ, ‖a * r ^ k‖ ≤ a * r ^ k) ∧
    Tendsto (fun n => ‖fockError G (fun k => a * r ^ k)
      (fun k => G (a * r ^ k) + h * (a * r ^ k)) n‖) atTop (𝓝 (h * a / (1 - r))) := by
  refine ⟨fun k => le_of_eq (by rw [add_sub_cancel_left, norm_mul, Real.norm_of_nonneg hh]),
    fun k => le_of_eq (Real.norm_of_nonneg (mul_nonneg ha (pow_nonneg hr k))), ?_⟩
  have hs := ((hasSum_geometric_of_lt_one hr hr1).mul_left (h * a)).tendsto_sum_nat.norm
  rw [← div_eq_mul_inv, Real.norm_of_nonneg
    (div_nonneg (mul_nonneg hh ha) (sub_nonneg.2 hr1.le))] at hs
  refine hs.congr fun n => ?_
  rw [fockError_eq_sum]
  congr 1
  refine Finset.sum_congr rfl fun k _ => ?_
  show h * a * r ^ k = G (a * r ^ k) + h * (a * r ^ k) - G (a * r ^ k)
  ring
```

## Constant-size increments with alternating sign

The three parts say that the relative screening bound holds, that the density stays within norm $a$, and that the error equals $nha$. The last is an equation for the error itself, not only for its norm.

The closed form of $D_n$ is proved by induction in `closed`. The density bound then follows from the two possible values of $(-1)^n$, and the error is a sum of $n$ equal terms.

```lean
/-- For `h, a ≥ 0` and any linear `G` on the real line, the increments `(-1)^k a` with screening
errors `h a` meet the relative screening bound, and the density stays bounded by `a`, while the Fock
error after `n` builds is `n h a`. -/
theorem fockError_oscillating (G : ℝ →ₗ[ℝ] ℝ) {h a : ℝ} (hh : 0 ≤ h) (ha : 0 ≤ a) :
    (∀ k : ℕ, ‖G ((-1) ^ k * a) + h * a - G ((-1) ^ k * a)‖ ≤ h * ‖(-1) ^ k * a‖) ∧
    (∀ n, ‖accumulated (fun k => (-1) ^ k * a) n‖ ≤ a) ∧
    ∀ n, fockError G (fun k => (-1) ^ k * a) (fun k => G ((-1) ^ k * a) + h * a) n
      = n * (h * a) := by
  have closed : ∀ n, accumulated (fun k => (-1) ^ k * a) n = a * (1 - (-1) ^ n) / 2 := by
    intro n
    unfold accumulated
    induction n with
    | zero => simp
    | succ n ih =>
      rw [Finset.sum_range_succ, ih, pow_succ]
      ring
  refine ⟨fun k => le_of_eq ?_, fun n => ?_, fun n => ?_⟩
  · rw [add_sub_cancel_left, norm_mul, norm_mul, norm_pow, norm_neg, norm_one, one_pow, one_mul,
      Real.norm_of_nonneg hh]
  · rw [closed, Real.norm_eq_abs, abs_le]
    rcases neg_one_pow_eq_or ℝ n with e | e <;> rw [e] <;> constructor <;> linarith
  · simp only [fockError_eq_sum, add_sub_cancel_left, Finset.sum_const, Finset.card_range,
      nsmul_eq_mul]

end

end IncrementalFockBuild
```

```lean
#print axioms IncrementalFockBuild.fockError_le
-- 'IncrementalFockBuild.fockError_le' depends on axioms: [propext, Classical.choice, Quot.sound]
#print axioms IncrementalFockBuild.error_after_rebuild_le
-- 'IncrementalFockBuild.error_after_rebuild_le' depends on axioms: [propext, Classical.choice, Quot.sound]
#print axioms IncrementalFockBuild.fockError_sharp
-- 'IncrementalFockBuild.fockError_sharp' depends on axioms: [propext, Classical.choice, Quot.sound]
#print axioms IncrementalFockBuild.fockError_oscillating
-- 'IncrementalFockBuild.fockError_oscillating' depends on axioms: [propext, Classical.choice, Quot.sound]
```
